# A Separable Potential Can Lift a Nodeless State above a State with a Node

A shooting solver for the radial equation with a local potential can count the nodes of a trial solution to decide whether the trial energy is too high or too low. The step relies on the node theorem: in one dimension with a local potential, bound states ordered by energy have $0, 1, 2, \dots$ nodes. Separable pseudopotentials are nonlocal, and for them the order of the energies has to be checked separately. The example below, one particle in a one-dimensional box with a single projector, shows the order reversed when the nonlocal term is repulsive and strong enough: a state with a node then lies below the nodeless one, as can happen with a ghost state of a separable pseudopotential.

## Two eigenfunctions and their crossing

Take units with $\hbar = m = 1$ and a box $[0,\pi]$ with $u(0)=u(\pi)=0$. For a real function $u$ write

$$S(u) = \int_0^\pi \sin(y)\,u(y)\,dy, \qquad (Hu)(x) = -\tfrac12 u''(x) + c\,\sin(x)\,S(u),$$

with $c$ a real coupling constant. **The functions $\sin x$ and $\sin 2x$ are eigenfunctions of $H$, and the nodeless one has the higher energy if and only if $c > 3/\pi$.**

First move the second derivative onto the projector. By the product rule,

$$\frac{d}{dy}\bigl[\sin y\,u'(y) - \cos y\,u(y)\bigr] = \sin y\,u''(y) + \sin y\,u(y),$$

since the two terms $\cos y\,u'(y)$ cancel. Integrated over the box, the left side gives $u(\pi)+u(0)=0$. Hence $S(u'') = -S(u)$.

Now let $u(x)=\sin nx$ with an integer $n\ge 2$. Then $u''=-n^2u$, so $-n^2S(u)=-S(u)$, that is, $(n^2-1)S(u)=0$, and therefore $S(u)=0$. The wave does not feel the nonlocal term and keeps its kinetic energy $n^2/2$. For $n=2$ the energy is $2$.

For $u=\sin$ the overlap is $S(\sin)=\int_0^\pi\sin^2 y\,dy=\pi/2$, so

$$H\sin = \Bigl(\tfrac12+\tfrac{c\pi}{2}\Bigr)\sin .$$

The condition $\tfrac12+\tfrac{c\pi}{2}>2$ is $c\pi>3$, or $c>3/\pi$. Inside the box $\sin x$ is positive, while $\sin 2x$ vanishes at $x=\pi/2$.

The projector here is not normalised. With $s=\sqrt{2/\pi}\,\sin$, the nonlocal term is $(c\pi/2)\,|s\rangle\langle s|$, and the threshold says that its strength $c\pi/2$ exceeds $3/2$, the kinetic energy gap between the two waves.

## The energy of any nodeless eigenfunction

Let $Hu=Eu$, where $u$ has no zero inside the box. Multiply the equation by $\sin x$ and integrate:

$$E\,S(u) = -\tfrac12 S(u'') + c\,S(u)\,\tfrac{\pi}{2} = \Bigl(\tfrac12+\tfrac{c\pi}{2}\Bigr)S(u).$$

A continuous function without zeros in $(0,\pi)$ keeps one sign there, and $\sin$ is positive there, so $S(u)\neq0$. Dividing by it gives $E=\tfrac12+\tfrac{c\pi}{2}$. Such a $u$ therefore lies above $\sin nx$, for $n\ge2$, exactly when $1+c\pi>n^2$, or $c>(n^2-1)/\pi$.

The energy is fixed, but the function need not be. At $c=3/\pi$ the two waves are degenerate, and $\sin x + a\sin 2x = \sin x\,(1+2a\cos x)$ is another nodeless eigenfunction for small $a\ne0$.

## The operator and its eigenfunctions in Lean

```lean
import Mathlib

open Real Set

namespace NodeTheoremFailure

noncomputable section
```

The overlap $S(u)$ is an interval integral. Functions are defined on the whole real line, and only their values in the box enter it.

```lean
/-- The integral of `sin y * u y` over the box `[0, π]`. -/
def overlap (u : ℝ → ℝ) : ℝ := ∫ y in (0 : ℝ)..π, sin y * u y
```

The Hamiltonian takes the coupling `c`, a function `u` and a point `x`, and returns the number $(Hu)(x)$.

```lean
/-- Kinetic energy plus a separable nonlocal potential of strength `c` with projector `sin`. -/
def hamiltonian (c : ℝ) (u : ℝ → ℝ) (x : ℝ) : ℝ :=
  -(deriv (deriv u) x) / 2 + c * sin x * overlap u
```

The domain contains the boundary conditions and the smoothness that the integration by parts needs. Smoothness is required on the whole line, which costs nothing, because a twice continuously differentiable function on the closed box can be extended smoothly enough beyond the walls.

```lean
/-- Twice continuously differentiable functions that vanish at both walls of the box. -/
structure InDomain (u : ℝ → ℝ) : Prop where
  diff : Differentiable ℝ u
  diff_deriv : Differentiable ℝ (deriv u)
  cont : Continuous (deriv (deriv u))
  left : u 0 = 0
  right : u π = 0
```

An eigenfunction must be nonzero somewhere inside the box; being nonzero outside would not count. The eigenvalue equation is imposed at every point of $[0,\pi]$. Including the walls adds no constraint, since both sides are continuous. Functions and energies are real.

```lean
/-- `u` is an eigenfunction of the Hamiltonian in the box with energy `E`. -/
structure IsEigenfunction (c E : ℝ) (u : ℝ → ℝ) : Prop where
  dom : InDomain u
  nontrivial : ∃ x ∈ Ioo 0 π, u x ≠ 0
  eigen : ∀ x ∈ Icc 0 π, hamiltonian c u x = E * u x
```

The standing waves are not normalised; for $n\ge1$ the normalised wave is $\sqrt{2/\pi}\,\sin nx$. The eigenvalue equation is linear, so the energies are the same.

```lean
/-- The standing wave `sin (n x)`. -/
def mode (n : ℕ) (x : ℝ) : ℝ := sin (n * x)
```

## Moving the derivative onto the projector

The statement is $S(u'')=-S(u)$ for every `u` in the domain. The step `hd` is the product rule above, and `integral_eq_sub_of_hasDerivAt` is the fundamental theorem of calculus. The `simp only` line then removes the boundary terms, using $\sin 0=\sin\pi=0$ and the two wall conditions.

```lean
/-- Green's identity: moving the second derivative onto `sin` gives a factor `-1`. -/
theorem overlap_second_deriv {u : ℝ → ℝ} (hu : InDomain u) :
    overlap (deriv (deriv u)) = -overlap u := by
  have hd : ∀ y ∈ uIcc 0 π, HasDerivAt (fun y => sin y * deriv u y - cos y * u y)
      (sin y * deriv (deriv u) y + sin y * u y) y := by
    intro y _
    have h1 := (hu.diff y).hasDerivAt
    have h2 := (hu.diff_deriv y).hasDerivAt
    exact (((hasDerivAt_sin y).fun_mul h2).fun_sub
      ((hasDerivAt_cos y).fun_mul h1)).congr_deriv (by ring)
  have i1 : IntervalIntegrable (fun y => sin y * deriv (deriv u) y)
      MeasureTheory.volume 0 π := (continuous_sin.mul hu.cont).intervalIntegrable _ _
  have i2 : IntervalIntegrable (fun y => sin y * u y)
      MeasureTheory.volume 0 π := (continuous_sin.mul hu.diff.continuous).intervalIntegrable _ _
  have h := intervalIntegral.integral_eq_sub_of_hasDerivAt hd (i1.add i2)
  rw [intervalIntegral.integral_add i1 i2] at h
  -- the boundary terms vanish at both walls
  simp only [sin_pi, sin_zero, hu.left, hu.right, mul_zero, zero_mul, sub_zero] at h
  unfold overlap
  linarith
```

The self-overlap comes from Mathlib's integral of $\sin^2$.

```lean
/-- The overlap of `sin` with itself over the box is `π / 2`. -/
theorem overlap_sin : overlap sin = π / 2 := by
  unfold overlap
  simp only [← pow_two]
  rw [integral_sin_sq]
  simp
```

## The standing waves as eigenfunctions

The next lemma collects what both eigenfunction proofs need: for $n\ge1$ the wave lies in the domain, is nonzero inside the box, and has second derivative $-n^2\sin nx$. The chain rule is applied twice, in `h1` and `h2`. The point at which the wave is shown to be nonzero is $\pi/(2n)$, where it equals $1$.

```lean
/-- For `n ≥ 1` the standing wave `sin (n x)` lies in the domain, is nonzero somewhere inside the
box, and has second derivative `-n² sin (n x)`. -/
theorem mode_properties (n : ℕ) (hn : 1 ≤ n) :
    InDomain (mode n) ∧ (∃ x ∈ Ioo 0 π, mode n x ≠ 0) ∧
      deriv (deriv (mode n)) = fun x => -(n : ℝ) ^ 2 * mode n x := by
  have hl : ∀ x : ℝ, HasDerivAt (fun y : ℝ => (n : ℝ) * y) (n : ℝ) x := fun x => by
    simpa using (hasDerivAt_id' x).const_mul (n : ℝ)
  have h1 : ∀ x, HasDerivAt (mode n) (n * cos (n * x)) x := fun x =>
    (hl x).sin.congr_deriv (by ring)
  have e1 : deriv (mode n) = fun x => n * cos (n * x) := funext fun x => (h1 x).deriv
  have h2 : ∀ x, HasDerivAt (deriv (mode n)) (-(n : ℝ) ^ 2 * mode n x) x := fun x => by
    rw [e1]
    exact ((hl x).cos.const_mul (n : ℝ)).congr_deriv (by unfold mode; ring)
  have e2 : deriv (deriv (mode n)) = fun x => -(n : ℝ) ^ 2 * mode n x :=
    funext fun x => (h2 x).deriv
  have hn' : (1 : ℝ) ≤ n := by exact_mod_cast hn
  have hpos : (0 : ℝ) < n := by linarith
  refine ⟨⟨fun x => (h1 x).differentiableAt, fun x => (h2 x).differentiableAt, ?_, ?_, ?_⟩,
    ⟨π / (2 * n), ⟨by positivity, ?_⟩, ?_⟩, e2⟩
  · rw [e2]
    unfold mode
    fun_prop
  · simp [mode]
  · exact sin_nat_mul_pi n
  · rw [div_lt_iff₀ (by positivity)]
    nlinarith [pi_pos]
  · have h : (n : ℝ) * (π / (2 * n)) = π / 2 := by field_simp
    simp [mode, h]
```

For $n\ge2$ the orthogonality `h0` is derived as by hand. Green's identity gives one expression for $S(u'')$, and the explicit second derivative gives another, `hs`. Comparing them yields `hz`, which is $(n^2-1)S(u)=0$, and the first factor is nonzero. With the overlap gone, only the kinetic term remains in the Hamiltonian.

```lean
/-- Every standing wave with `n ≥ 2` is an eigenfunction with energy `n² / 2`, whatever the
strength of the nonlocal potential. -/
theorem mode_isEigenfunction (c : ℝ) (n : ℕ) (hn : 2 ≤ n) :
    IsEigenfunction c ((n : ℝ) ^ 2 / 2) (mode n) := by
  obtain ⟨hd, hne, e2⟩ := mode_properties n (by omega)
  -- Green's identity forces orthogonality to `sin`
  have h0 : overlap (mode n) = 0 := by
    have hg := overlap_second_deriv hd
    have hs : overlap (deriv (deriv (mode n))) = -(n : ℝ) ^ 2 * overlap (mode n) := by
      rw [e2]
      unfold overlap
      rw [← intervalIntegral.integral_const_mul]
      congr 1
      funext y
      ring
    have hn' : (2 : ℝ) ≤ n := by exact_mod_cast hn
    have hz : ((n : ℝ) ^ 2 - 1) * overlap (mode n) = 0 := by linarith
    exact (mul_eq_zero.mp hz).resolve_left (by nlinarith)
  refine ⟨hd, hne, fun x _ => ?_⟩
  unfold hamiltonian
  rw [h0, e2]
  ring
```

For $\sin x$ the case $n=1$ of the same lemma supplies the derivative, and `overlap_sin` supplies the shift $c\pi/2$.

```lean
/-- The function `sin x` is an eigenfunction with energy `1/2 + c π / 2`. -/
theorem sin_isEigenfunction (c : ℝ) : IsEigenfunction c (1 / 2 + c * π / 2) sin := by
  have hm : mode 1 = sin := by funext x; simp [mode]
  obtain ⟨hd, hne, e2⟩ := mode_properties 1 le_rfl
  rw [hm] at hd hne e2
  refine ⟨hd, hne, fun x _ => ?_⟩
  unfold hamiltonian
  rw [overlap_sin, e2]
  push_cast
  ring
```

## The reversed order

The theorem holds for every real `c` and has five parts: the two eigenvalue statements, the absence of a node in $\sin x$, the presence of one in $\sin 2x$, and the threshold. The last part is an equivalence, so at $c=3/\pi$ and below the nodeless wave is not the higher one. Its proof multiplies through by $\pi>0$ and leaves a linear inequality.

```lean
/-- The function `sin x` has no node inside the box, `sin 2x` has a node there, both are
eigenfunctions, and the nodeless one has the higher energy if and only if `c > 3 / π`. -/
theorem node_theorem_failure (c : ℝ) :
    IsEigenfunction c (1 / 2 + c * π / 2) sin ∧
    IsEigenfunction c 2 (fun x => sin (2 * x)) ∧
    (∀ x ∈ Ioo 0 π, sin x ≠ 0) ∧ (∃ x ∈ Ioo 0 π, sin (2 * x) = 0) ∧
    (2 < 1 / 2 + c * π / 2 ↔ 3 / π < c) := by
  refine ⟨sin_isEigenfunction c, ?_, fun x hx => (sin_pos_of_mem_Ioo hx).ne',
    ⟨π / 2, ⟨by positivity, by linarith [pi_pos]⟩, ?_⟩, ?_⟩
  · have h := mode_isEigenfunction c 2 le_rfl
    have hm : mode 2 = fun x => sin (2 * x) := by funext x; simp [mode]
    have he : ((2 : ℕ) : ℝ) ^ 2 / 2 = 2 := by norm_num
    rwa [hm, he] at h
  · rw [show 2 * (π / 2) = π by ring, sin_pi]
  · rw [div_lt_iff₀ pi_pos]
    constructor <;> intro h <;> linarith
```

The reversed order for $c>3/\pi$ does not contradict the node theorem, whose hypothesis of a local potential fails for such $c$: the value of $(Hu)(x)$ depends on $u$ throughout the box.

## From the sign of the function to its energy

The hypothesis `hnode` says that `u` has no zero in the open interval; the zeros at the walls are allowed. The proof follows the projection argument in three stages.

- `hsign` compares `u x` with the value at the midpoint $\pi/2$. If their product were not positive, the intermediate value theorem would give a zero between the two points, which `hnode` forbids.
- `hov` shows $S(u)\ne0$. The integral of $\sin(y)\,u(y)\,u(\pi/2)$ is positive because its integrand is positive inside the box, and it would be zero if $S(u)$ were.
- `hproj` is the eigenvalue equation multiplied by $\sin x$ and integrated. The equation is used point by point under the integral, in the `linear_combination` step.

Green's identity and the self-overlap then turn `hproj` into the equation for $E\,S(u)$ derived above, and `mul_right_cancel₀` cancels the nonzero overlap.

```lean
/-- Every eigenfunction without a node inside the box has energy `1/2 + c π / 2`. -/
theorem nodeless_energy {c E : ℝ} {u : ℝ → ℝ} (hu : IsEigenfunction c E u)
    (hnode : ∀ x ∈ Ioo 0 π, u x ≠ 0) : E = 1 / 2 + c * π / 2 := by
  have hc := hu.dom.diff.continuous
  have hmid : π / 2 ∈ Ioo 0 π := ⟨by positivity, by linarith [pi_pos]⟩
  -- a continuous function without nodes keeps its sign
  have hsign : ∀ x ∈ Ioo 0 π, 0 < u x * u (π / 2) := by
    intro x hx
    by_contra hneg
    have h0 : (0 : ℝ) ∈ uIcc (u x) (u (π / 2)) := by
      rw [mem_uIcc]
      rcases mul_nonpos_iff.mp (not_lt.mp hneg) with h | h
      · exact Or.inr ⟨h.2, h.1⟩
      · exact Or.inl h
    obtain ⟨z, hz, hz0⟩ := intermediate_value_uIcc hc.continuousOn h0
    refine hnode z ?_ hz0
    rcases mem_uIcc.mp hz with h | h
    · exact ⟨lt_of_lt_of_le hx.1 h.1, lt_of_le_of_lt h.2 hmid.2⟩
    · exact ⟨lt_of_lt_of_le hmid.1 h.1, lt_of_le_of_lt h.2 hx.2⟩
  have hov : overlap u ≠ 0 := by
    intro h0
    have hp : 0 < ∫ y in (0 : ℝ)..π, sin y * u y * u (π / 2) := by
      apply intervalIntegral.intervalIntegral_pos_of_pos_on _ _ pi_pos
      · exact ((continuous_sin.mul hc).mul continuous_const).intervalIntegrable _ _
      · intro x hx
        rw [mul_assoc]
        exact mul_pos (sin_pos_of_mem_Ioo hx) (hsign x hx)
    rw [intervalIntegral.integral_mul_const] at hp
    unfold overlap at h0
    rw [h0, zero_mul] at hp
    exact lt_irrefl _ hp
  -- project the eigenvalue equation on `sin`
  have hproj : E * overlap u =
      (-1 / 2) * overlap (deriv (deriv u)) + c * overlap u * overlap sin := by
    conv_lhs => unfold overlap
    conv_rhs => rw [overlap, overlap.eq_1 sin]
    have i1 : IntervalIntegrable (fun x => -1 / 2 * (sin x * deriv (deriv u) x))
        MeasureTheory.volume 0 π :=
      (continuous_const.mul (continuous_sin.mul hu.dom.cont)).intervalIntegrable _ _
    have i2 : IntervalIntegrable (fun x => c * overlap u * (sin x * sin x))
        MeasureTheory.volume 0 π :=
      (continuous_const.mul (continuous_sin.mul continuous_sin)).intervalIntegrable _ _
    rw [← intervalIntegral.integral_const_mul, ← intervalIntegral.integral_const_mul,
      ← intervalIntegral.integral_const_mul, ← intervalIntegral.integral_add i1 i2]
    apply intervalIntegral.integral_congr
    intro x hx
    rw [uIcc_of_le pi_pos.le] at hx
    have h := hu.eigen x hx
    unfold hamiltonian at h
    change E * (sin x * u x) =
      -1 / 2 * (sin x * deriv (deriv u) x) + c * overlap u * (sin x * sin x)
    linear_combination (-sin x) * h
  rw [overlap_second_deriv hu.dom, overlap_sin] at hproj
  apply mul_right_cancel₀ hov
  linear_combination hproj
```

The last theorem puts this energy into the comparison with $\sin nx$. It applies to any nodeless eigenfunction `u`, with `E` its energy, and it also restates that the wave being compared is an eigenfunction. For $n=2$ the threshold is again $3/\pi$; for $n=3$ it is $8/\pi$. The theorems compare these states with one another; that the standing waves exhaust the spectrum, which would identify the ground state, is a separate statement left unproved here.

```lean
/-- For `n ≥ 2` the wave `sin (n x)` is an eigenfunction, and a nodeless eigenfunction lies above
it in energy if and only if `c > (n² - 1) / π`. -/
theorem nodeless_above_mode_iff {c E : ℝ} {u : ℝ → ℝ} (hu : IsEigenfunction c E u)
    (hnode : ∀ x ∈ Ioo 0 π, u x ≠ 0) (n : ℕ) (hn : 2 ≤ n) :
    IsEigenfunction c ((n : ℝ) ^ 2 / 2) (mode n) ∧
      ((n : ℝ) ^ 2 / 2 < E ↔ ((n : ℝ) ^ 2 - 1) / π < c) := by
  refine ⟨mode_isEigenfunction c n hn, ?_⟩
  rw [nodeless_energy hu hnode, div_lt_iff₀ pi_pos]
  constructor <;> intro h <;> linarith

end

end NodeTheoremFailure
```

```lean
#print axioms NodeTheoremFailure.node_theorem_failure
#print axioms NodeTheoremFailure.nodeless_above_mode_iff
```

```
'NodeTheoremFailure.node_theorem_failure' depends on axioms: [propext, Classical.choice, Quot.sound]
'NodeTheoremFailure.nodeless_above_mode_iff' depends on axioms: [propext, Classical.choice, Quot.sound]
```
